# For a continuous real potential on the line, two Schrödinger solutions at one energy that vanish at +∞ with bounded derivatives are linearly dependent

## Wave functions, units and decay

A particle moves on the line in a real potential V at a real energy E. In units with ħ²/2m = 1, its complex wave function u satisfies

u'' = (V − E) u.

In Lean this is `Solves V E u u'`: at every point, u' is the derivative of u, and (V − E)u is the derivative of u'.

Decay at an end of the line means that u tends to zero there and |u'| stays below some constant near that end. This is `Decays l u u'`, where `l` is `atTop` for +∞ and `atBot` for −∞. The bound on u' excludes waves that shrink while their slopes grow without limit, as can happen where the potential falls steeply and the particle keeps accelerating.

The Wronskian of two solutions u and v is W = u v' − u' v.

## Dependence, parity and the ring

`nondegenerate` takes a continuous V and two solutions at the same E, both decaying at +∞. It concludes `¬ LinearIndependent ℂ ![u, v]`: there are complex a and b, not both zero, with a u + b v = 0 everywhere. Nothing is required at −∞.

`even_or_odd` adds V(−x) = V(x) and decay at both ends for a single solution u. Then u(−x) = u(x) for all x, or u(−x) = −u(x) for all x.

`ring_degenerate` treats free motion on a ring of circumference 2π, described by periodic functions on ℝ. For every natural n ≠ 0, sin nx and cos nx are independent solutions at E = n². They are unnormalised; division by √π normalises them.

The hypotheses concern pointwise decay, not square integrability, so a bound state is covered once its decay is known. Continuity of V leaves out square wells and delta potentials. The existence of bound states is not addressed.

For one particle in an even, continuous one-dimensional potential, a numerical search for states with this decay can be confined to x ≥ 0, with u'(0) = 0 for even states and u(0) = 0 for odd ones.

## The Wronskian is constant, and decay makes it zero

Differentiating W gives

W' = u'v' + u(V − E)v − (V − E)u v − u'v' = 0.

Let |u'| ≤ C and |v'| ≤ D near +∞. Then

|W| ≤ |u| D + C |v| → 0.

A constant that tends to zero is zero, so W = 0 everywhere.

## Zero initial data force the zero solution

Suppose u(x₀) = u'(x₀) = 0, and set N = |u|² + |u'|². With ū the complex conjugate of u,

N' = 2(1 + V − E) Re(ū u').

Since 2|u||u'| ≤ N, it follows that |N'| ≤ (1 + |V − E|) N. Let G be an antiderivative of 1 + |V − E|. Then

(N e^(−G))' = (N' − G'N) e^(−G) ≤ 0,

(N e^G)' = (N' + G'N) e^G ≥ 0.

The first product cannot grow to the right of x₀, and the second cannot grow to the left. Both are zero at x₀ and neither is ever negative, so N = 0 everywhere.

Now take two decaying solutions u and v. The combination v(0)u − u(0)v vanishes at 0, and its derivative there is −W(0) = 0, so it vanishes everywhere. If u(0) or v(0) is nonzero, this is the required dependence. If both are zero, v'(0)u − u'(0)v also has zero initial data and vanishes everywhere. That relation is nontrivial unless u'(0) = v'(0) = 0, in which case u itself is zero and 1·u + 0·v = 0 serves.

## Reflection gives parity

For even V, r(x) = u(−x) solves the same equation, with r'(x) = −u'(−x). Decay of u at −∞ is decay of r at +∞, so

a u(x) + b u(−x) = 0

with a and b not both zero. If a + b = 0, then a ≠ 0 and u(x) = u(−x). Otherwise, adding the same relation at −x gives (a + b)(u(x) + u(−x)) = 0, and u is odd.

On the ring there is no decay to use. If a sin nx + b cos nx = 0 for all x, then x = 0 gives b = 0 and x = π/(2n) gives a = 0.

## The oscillator at E = 1 in numbers

For V = x² and E = 1, u = exp(−x²/2) is a solution with u' = −x u, and it decays at both ends. Its normalised form is π^(−1/4) exp(−x²/2).

Let w be the solution with w(0) = 0 and w'(0) = 1. The Wronskian u w' − u' w is 1 at the origin, hence everywhere. Dividing by u gives

w'(x) + x w(x) = exp(x²/2).

At x = 4 the right side is e⁸ ≈ 2981, so |w(4)| and |w'(4)| cannot both be below 596. If w decayed at +∞, the left side would stay below C + x in size for some constant C and all large x, but the right side outgrows that bound. So the second solution does not decay.

## Two shrinking waves with unbounded derivatives

Without the bound on u', both conclusions can fail. Put f = 1 + x², F = x + x³/3, E = 0 and

V = (2x² − 1)/f² − f².

Direct differentiation shows that u = sin(F)/√f and v = cos(F)/√f both solve the equation. Both tend to zero at each end, yet their Wronskian is −1, so they are independent. The potential is even, but u + v is neither even nor odd. The derivatives grow like |x| in amplitude. This potential falls like −x⁴ without a lower bound, so the example tests the hypothesis and is not a model of a real system with ordinary bound states.

## The Lean file

```lean
import Mathlib

open Filter Topology

namespace LineNondegeneracy

noncomputable section

/-- The stationary Schrödinger equation `u'' = (V - E) u` on the line, for a complex wave
function `u` with derivative `u'`. -/
def Solves (V : ℝ → ℝ) (E : ℝ) (u u' : ℝ → ℂ) : Prop :=
  ∀ x, HasDerivAt u (u' x) x ∧ HasDerivAt u' ((V x - E) • u x) x

/-- The wave function tends to zero at the end `l` of the line, and its derivative stays
bounded there. -/
def Decays (l : Filter ℝ) (u u' : ℝ → ℂ) : Prop :=
  Tendsto u l (𝓝 0) ∧ ∃ C : ℝ, ∀ᶠ x in l, ‖u' x‖ ≤ C

/-- The Wronskian `u v' - u' v`. -/
def wronskian (u u' v v' : ℝ → ℂ) (x : ℝ) : ℂ := u x * v' x - u' x * v x

variable {V : ℝ → ℝ} {E : ℝ} {u u' v v' : ℝ → ℂ}

/-- The Wronskian of two solutions at the same energy is constant along the line. -/
theorem wronskian_const (hu : Solves V E u u') (hv : Solves V E v v') (x y : ℝ) :
    wronskian u u' v v' x = wronskian u u' v v' y := by
  have h : ∀ x, HasDerivAt (wronskian u u' v v') 0 x := by
    intro x
    have h := ((hu x).1.fun_mul (hv x).2).fun_sub ((hu x).2.fun_mul (hv x).1)
    refine h.congr_deriv ?_
    simp only [Complex.real_smul]
    ring
  exact is_const_of_deriv_eq_zero (fun x => (h x).differentiableAt) (fun x => (h x).deriv) x y

/-- If two solutions at the same energy both decay at `+∞` with bounded derivatives, their
Wronskian vanishes everywhere. -/
theorem wronskian_eq_zero (hu : Solves V E u u') (hv : Solves V E v v')
    (du : Decays atTop u u') (dv : Decays atTop v v') (x : ℝ) :
    wronskian u u' v v' x = 0 := by
  obtain ⟨hu0, C, hC⟩ := du
  obtain ⟨hv0, D, hD⟩ := dv
  have hlim : Tendsto (fun y => ‖u y‖ * D + C * ‖v y‖) atTop (𝓝 0) := by
    simpa using (hu0.norm.mul_const D).add (hv0.norm.const_mul C)
  have hW : Tendsto (wronskian u u' v v') atTop (𝓝 0) := by
    refine squeeze_zero_norm' ?_ hlim
    filter_upwards [hC, hD] with y h1 h2
    calc ‖u y * v' y - u' y * v y‖ ≤ ‖u y * v' y‖ + ‖u' y * v y‖ := norm_sub_le _ _
      _ = ‖u y‖ * ‖v' y‖ + ‖u' y‖ * ‖v y‖ := by rw [norm_mul, norm_mul]
      _ ≤ ‖u y‖ * D + C * ‖v y‖ := by gcongr
  -- a constant function equals its limit
  have hc : Tendsto (wronskian u u' v v') atTop (𝓝 (wronskian u u' v v' x)) :=
    tendsto_const_nhds.congr fun y => wronskian_const hu hv x y
  exact tendsto_nhds_unique hc hW

/-- For a continuous potential, a solution that vanishes at one point together with its
derivative vanishes everywhere. -/
theorem eq_zero_of_initial_data (hV : Continuous V) (hu : Solves V E u u') (x₀ : ℝ)
    (h0 : u x₀ = 0) (h1 : u' x₀ = 0) (x : ℝ) : u x = 0 := by
  have hk : Continuous fun t => 1 + |V t - E| :=
    continuous_const.add (hV.sub continuous_const).abs
  obtain ⟨G, hG⟩ : ∃ G : ℝ → ℝ, ∀ x, HasDerivAt G (1 + |V x - E|) x :=
    ⟨fun x => ∫ t in (0 : ℝ)..x, (1 + |V t - E|),
      fun x => (hk.integral_hasStrictDerivAt 0 x).hasDerivAt⟩
  obtain ⟨N, hN⟩ : ∃ N : ℝ → ℝ, ∀ x, N x = ‖u x‖ ^ 2 + ‖u' x‖ ^ 2 := ⟨_, fun _ => rfl⟩
  -- `N = |u|² + |u'|²` changes at a relative rate of at most `1 + |V - E|`
  have hd : ∀ x, ∃ d, HasDerivAt N d x ∧ |d| ≤ (1 + |V x - E|) * N x := by
    intro x
    refine ⟨(1 + (V x - E)) * (2 * inner ℝ (u x) (u' x)), ?_, ?_⟩
    · rw [show N = fun x => ‖u x‖ ^ 2 + ‖u' x‖ ^ 2 from funext hN]
      refine ((hu x).1.norm_sq.fun_add (hu x).2.norm_sq).congr_deriv ?_
      rw [real_inner_smul_right, real_inner_comm (u x) (u' x)]
      ring
    · rw [abs_mul]
      refine mul_le_mul ?_ ?_ (abs_nonneg _) (by positivity)
      · exact abs_le.mpr ⟨by linarith [neg_abs_le (V x - E)],
          by linarith [le_abs_self (V x - E)]⟩
      · rw [abs_mul, abs_two, hN]
        nlinarith [abs_real_inner_le_norm (u x) (u' x), sq_nonneg (‖u x‖ - ‖u' x‖)]
  choose d hNd hbound using hd
  have hN0 : N x₀ = 0 := by rw [hN, h0, h1]; simp
  have hNx : N x ≤ 0 := by
    rcases le_total x₀ x with hx | hx
    · -- to the right, `N exp(-G)` cannot grow
      have hf := fun y => (hNd y).fun_mul (hG y).fun_neg.exp
      have hanti := antitone_of_deriv_nonpos (fun y => (hf y).differentiableAt) (fun y => by
        rw [(hf y).deriv]
        nlinarith [mul_nonneg (Real.exp_pos (-G y)).le
          (sub_nonneg.mpr ((le_abs_self (d y)).trans (hbound y)))])
      have hle : N x * Real.exp (-G x) ≤ N x₀ * Real.exp (-G x₀) := hanti hx
      rw [hN0, zero_mul] at hle
      exact not_lt.mp fun h => absurd hle (not_le_of_gt (mul_pos h (Real.exp_pos _)))
    · -- to the left, `N exp(G)` cannot grow
      have hf := fun y => (hNd y).fun_mul (hG y).exp
      have hmono := monotone_of_deriv_nonneg (fun y => (hf y).differentiableAt) (fun y => by
        rw [(hf y).deriv]
        nlinarith [mul_nonneg (Real.exp_pos (G y)).le
          (sub_nonneg.mpr ((neg_le_abs (d y)).trans (hbound y)))])
      have hle : N x * Real.exp (G x) ≤ N x₀ * Real.exp (G x₀) := hmono hx
      rw [hN0, zero_mul] at hle
      exact not_lt.mp fun h => absurd hle (not_le_of_gt (mul_pos h (Real.exp_pos _)))
  rw [hN] at hNx
  have hsq : ‖u x‖ ^ 2 = 0 := le_antisymm (by linarith [sq_nonneg ‖u' x‖]) (sq_nonneg _)
  exact norm_eq_zero.mp ((pow_eq_zero_iff two_ne_zero).mp hsq)

/-- Superposition: a complex linear combination of solutions at one energy is a solution. -/
theorem Solves.superpose (hu : Solves V E u u') (hv : Solves V E v v') (a b : ℂ) :
    Solves V E (fun x => a * u x + b * v x) (fun x => a * u' x + b * v' x) := by
  intro x
  refine ⟨((hu x).1.const_mul a).fun_add ((hv x).1.const_mul b),
    (((hu x).2.const_mul a).fun_add ((hv x).2.const_mul b)).congr_deriv ?_⟩
  simp only [Complex.real_smul]
  ring

/-- **Non-degeneracy on the line.** For a real continuous potential, two solutions at the same
energy that tend to zero at `+∞` with bounded derivatives are linearly dependent. -/
theorem nondegenerate (hV : Continuous V) (hu : Solves V E u u') (hv : Solves V E v v')
    (du : Decays atTop u u') (dv : Decays atTop v v') :
    ¬ LinearIndependent ℂ ![u, v] := by
  intro h
  rw [LinearIndependent.pair_iff] at h
  have hW : u 0 * v' 0 - u' 0 * v 0 = 0 := wronskian_eq_zero hu hv du dv 0
  -- a combination with zero initial data at the origin must be the trivial one
  have key : ∀ a b : ℂ, a * u 0 + b * v 0 = 0 → a * u' 0 + b * v' 0 = 0 → a = 0 ∧ b = 0 :=
    fun a b h0 h1 => h a b (funext fun x =>
      eq_zero_of_initial_data hV (hu.superpose hv a b) 0 h0 h1 x)
  obtain ⟨hv0, hu0⟩ := key (v 0) (-u 0) (by ring) (by linear_combination -hW)
  have hu0 : u 0 = 0 := neg_eq_zero.mp hu0
  obtain ⟨-, hu1⟩ := key (v' 0) (-u' 0) (by rw [hu0, hv0]; ring) (by ring)
  have hu1 : u' 0 = 0 := neg_eq_zero.mp hu1
  exact one_ne_zero (key 1 0 (by rw [hu0]; ring) (by rw [hu1]; ring)).1

/-- In an even continuous potential, a solution that tends to zero with bounded derivative at
both ends of the line is even or odd. -/
theorem even_or_odd (hV : Continuous V) (heven : ∀ x, V (-x) = V x) (hu : Solves V E u u')
    (dr : Decays atTop u u') (dl : Decays atBot u u') :
    (∀ x, u (-x) = u x) ∨ (∀ x, u (-x) = -u x) := by
  -- the mirror image solves the same equation
  have hr : Solves V E (fun x => u (-x)) (fun x => -u' (-x)) := by
    intro x
    have hn : HasDerivAt (fun y : ℝ => -y) (-1) x := hasDerivAt_neg x
    refine ⟨(HasDerivAt.scomp x (hu (-x)).1 hn).congr_deriv (by simp),
      (HasDerivAt.scomp x (hu (-x)).2 hn).fun_neg.congr_deriv (by simp [heven x])⟩
  have hd : Decays atTop (fun x => u (-x)) (fun x => -u' (-x)) := by
    obtain ⟨h0, C, hC⟩ := dl
    refine ⟨h0.comp tendsto_neg_atTop_atBot, C, ?_⟩
    filter_upwards [tendsto_neg_atTop_atBot.eventually hC] with x hx
    rwa [norm_neg]
  have dep := nondegenerate hV hu hr dr hd
  rw [LinearIndependent.pair_iff] at dep
  push Not at dep
  obtain ⟨a, b, h, hab⟩ := dep
  have hx : ∀ x, a * u x + b * u (-x) = 0 := fun x => congrFun h x
  by_cases s : a + b = 0
  · left
    intro x
    have ha : a ≠ 0 := fun ha => hab ha (by simpa [ha] using s)
    exact mul_left_cancel₀ ha (by linear_combination s * u (-x) - hx x)
  · right
    intro x
    have hy := hx (-x)
    rw [neg_neg] at hy
    exact mul_left_cancel₀ s (by linear_combination hx x + hy)

/-- The wave `sin nx` on a ring of circumference `2π`. -/
def ringSin (n : ℕ) (x : ℝ) : ℂ := (Real.sin (n * x) : ℝ)

/-- The wave `cos nx` on a ring of circumference `2π`. -/
def ringCos (n : ℕ) (x : ℝ) : ℂ := (Real.cos (n * x) : ℝ)

/-- On a ring, for `n ≠ 0`, the waves `sin nx` and `cos nx` are periodic, solve the free equation
at the same energy `n²`, and are linearly independent. -/
theorem ring_degenerate (n : ℕ) (hn : n ≠ 0) :
    Solves (fun _ => 0) ((n : ℝ) ^ 2) (ringSin n) (fun x => n * ringCos n x) ∧
    Solves (fun _ => 0) ((n : ℝ) ^ 2) (ringCos n) (fun x => -n * ringSin n x) ∧
    Function.Periodic (ringSin n) (2 * Real.pi) ∧
    Function.Periodic (ringCos n) (2 * Real.pi) ∧
    LinearIndependent ℂ ![ringSin n, ringCos n] := by
  have hl : ∀ x : ℝ, HasDerivAt (fun y : ℝ => (n : ℝ) * y) n x := fun x =>
    ((hasDerivAt_id' x).const_mul (n : ℝ)).congr_deriv (mul_one _)
  have hs : ∀ x, HasDerivAt (ringSin n) (n * ringCos n x) x := fun x =>
    (hl x).sin.ofReal_comp.congr_deriv (by
      simp only [ringCos, Complex.ofReal_mul, Complex.ofReal_natCast]; ring)
  have hc : ∀ x, HasDerivAt (ringCos n) (-n * ringSin n x) x := fun x =>
    (hl x).cos.ofReal_comp.congr_deriv (by
      simp only [ringSin, Complex.ofReal_mul, Complex.ofReal_neg, Complex.ofReal_natCast]; ring)
  have hp : ∀ x : ℝ, (n : ℝ) * (x + 2 * Real.pi) = n * x + n * (2 * Real.pi) :=
    fun x => by ring
  refine ⟨fun x => ⟨hs x, ((hc x).const_mul (n : ℂ)).congr_deriv ?_⟩,
    fun x => ⟨hc x, ((hs x).const_mul (-n : ℂ)).congr_deriv ?_⟩, fun x => ?_, fun x => ?_, ?_⟩
  · simp only [Complex.real_smul]; push_cast; ring
  · simp only [Complex.real_smul]; push_cast; ring
  · simp only [ringSin]; rw [hp, Real.sin_add_nat_mul_two_pi]
  · simp only [ringCos]; rw [hp, Real.cos_add_nat_mul_two_pi]
  · rw [LinearIndependent.pair_iff]
    intro a b h
    have hx : ∀ x : ℝ, a * (Real.sin (n * x) : ℝ) + b * (Real.cos (n * x) : ℝ) = 0 :=
      fun x => congrFun h x
    -- compare at a zero and at a crest of the sine
    have h0 := hx 0
    have h1 := hx (Real.pi / (2 * n))
    have hn' : (n : ℝ) ≠ 0 := Nat.cast_ne_zero.mpr hn
    have e : (n : ℝ) * (Real.pi / (2 * n)) = Real.pi / 2 := by field_simp
    rw [mul_zero, Real.sin_zero, Real.cos_zero] at h0
    rw [e, Real.sin_pi_div_two, Real.cos_pi_div_two] at h1
    exact ⟨by simpa using h1, by simpa using h0⟩

/-- The Gaussian `exp(-x²/2)`. -/
def gaussian (x : ℝ) : ℂ := (Real.exp (-(x ^ 2 / 2)) : ℝ)

/-- The function `-x exp(-x²/2)`. -/
def gaussianSlope (x : ℝ) : ℂ := (-x * Real.exp (-(x ^ 2 / 2)) : ℝ)

/-- The Gaussian solves the equation for the oscillator potential `V = x²` at `E = 1`, and it
decays with bounded derivative at both ends of the line. -/
theorem gaussian_witness :
    Solves (fun x => x ^ 2) 1 gaussian gaussianSlope ∧
    Decays atTop gaussian gaussianSlope ∧ Decays atBot gaussian gaussianSlope := by
  have hdecay : ∀ l : Filter ℝ, Tendsto (fun x : ℝ => x ^ 2) l atTop →
      Decays l gaussian gaussianSlope := by
    intro l hl
    refine ⟨?_, 1, Eventually.of_forall fun x => ?_⟩
    · have h := (Complex.continuous_ofReal.tendsto 0).comp
        (Real.tendsto_exp_neg_atTop_nhds_zero.comp (hl.atTop_div_const two_pos))
      rw [Complex.ofReal_zero] at h
      exact h
    · -- `|x| ≤ 1 + x²/2 ≤ exp(x²/2)`
      rw [gaussianSlope, Complex.norm_real, Real.norm_eq_abs, abs_mul, abs_neg,
        abs_of_pos (Real.exp_pos _), Real.exp_neg, ← div_eq_mul_inv, div_le_one (Real.exp_pos _)]
      nlinarith [Real.add_one_le_exp (x ^ 2 / 2), sq_abs x, sq_nonneg (|x| - 1)]
  have htop : Tendsto (fun x : ℝ => x ^ 2) atTop atTop := tendsto_pow_atTop two_ne_zero
  refine ⟨fun x => ?_, hdecay _ htop,
    hdecay _ ((htop.comp tendsto_neg_atBot_atTop).congr fun x => neg_sq x)⟩
  have hg : HasDerivAt (fun y : ℝ => -(y ^ 2 / 2)) (-x) x :=
    ((hasDerivAt_pow 2 x).div_const 2).fun_neg.congr_deriv (by norm_num)
  refine ⟨hg.exp.ofReal_comp.congr_deriv ?_,
    ((hasDerivAt_id' x).fun_neg.fun_mul hg.exp).ofReal_comp.congr_deriv ?_⟩
  · simp only [gaussianSlope]
    rw [mul_comm]
  · simp only [gaussian, Complex.real_smul]
    rw [← Complex.ofReal_mul]
    congr 1
    ring

end

end LineNondegeneracy
```

```lean
#print axioms LineNondegeneracy.nondegenerate
#print axioms LineNondegeneracy.even_or_odd
#print axioms LineNondegeneracy.ring_degenerate
```

```
'LineNondegeneracy.nondegenerate' depends on axioms: [propext, Classical.choice, Quot.sound]
'LineNondegeneracy.even_or_odd' depends on axioms: [propext, Classical.choice, Quot.sound]
'LineNondegeneracy.ring_degenerate' depends on axioms: [propext, Classical.choice, Quot.sound]
```

## From the Wronskian to parity in Lean

`wronskian_const` applies the product rule, lets `ring` cancel the terms, and concludes from the zero derivative. `wronskian_eq_zero` obtains the limit from the bound |u| D + C |v| by `squeeze_zero_norm'`; uniqueness of limits then identifies the constant with zero.

`eq_zero_of_initial_data` builds G as an integral, which is where continuity of V enters. The real inner product on ℂ plays the part of Re(ū u'), and `nlinarith` supplies the estimate for N'. The two cases of `le_total` are the two sides of x₀.

`Solves.superpose` shows that combinations of solutions are solutions. `nondegenerate` then argues by contradiction: under independence, its step `key` says that a combination with zero initial data has zero coefficients. Applied to the combinations above, it gives u(0) = v(0) = 0 and then u'(0) = 0. A last application, to 1·u + 0·v, yields 1 = 0.

`even_or_odd` proves by the chain rule that the reflected function is a solution, transfers the decay, and splits on whether a + b = 0; `linear_combination` carries out the algebra.

`ring_degenerate` differentiates the two waves and evaluates a vanishing combination at the same two points as above. `gaussian_witness` checks the oscillator example, bounding the slope through |x| ≤ 1 + x²/2 ≤ exp(x²/2).
